# When a single pole on a flat positive background gives a Fano profile

The spectrum here is a constant background s > 0 plus the imaginary part of one pole term, r/(Er − iG/2 − E), with G > 0, Er real and r a complex constant. The theorem `exists_fano_iff` says that this equals the Fano profile s(q + x)²/(1 + x²), where x = 2(E − Er)/G, at every real energy E for some real q, if and only if |r| = Re r + Gs. The proof first uses an earlier theorem to turn equality of the spectra into r = (Gs/2)(q − i)². One direction then follows by computing the modulus; for the other, the attempt chooses q so that Gsq = −Im r and compares real and imaginary parts.

An attempt in Lean 4 with a fault in it:

```lean
import Mathlib

open Complex

namespace FanoPoleSpectrum

noncomputable section

/-- Spectrum at real energy `E`: a flat background `s` plus the imaginary part of the pole term `r /
(Er - iG/2 - E)`; the domain is `G ≠ 0`. -/
def poleSpectrum (s G Er : ℝ) (r : ℂ) (E : ℝ) : ℝ :=
  s + (r / ((Er : ℂ) - I * G / 2 - E)).im

/-- Energy measured from the resonance position in units of the half width, for `G ≠ 0`. -/
def reducedEnergy (G Er E : ℝ) : ℝ := 2 * (E - Er) / G

/-- Fano profile with background `s` and asymmetry parameter `q` at reduced energy `x`. -/
def fano (s q x : ℝ) : ℝ := s * (q + x) ^ 2 / (1 + x ^ 2)

/-- The complex number `(G s / 2) (q - i)²`. -/
def fanoResidue (G s q : ℝ) : ℂ := (G * s / 2) * (q - I) ^ 2

lemma reducedEnergy_shift {G : ℝ} (hG : 0 < G) (Er x : ℝ) :
    reducedEnergy G Er (Er + G / 2 * x) = x := by
  unfold reducedEnergy
  rw [div_eq_iff hG.ne']
  ring

/-- The pole spectrum as a real quotient of two polynomials of degree at most two in the reduced
energy. -/
theorem poleSpectrum_eq {G : ℝ} (hG : 0 < G) (s Er : ℝ) (r : ℂ) (E : ℝ) :
    poleSpectrum s G Er r E =
      (G * s * (1 + reducedEnergy G Er E ^ 2) + 2 * (r.re - reducedEnergy G Er E * r.im)) /
        (G * (1 + reducedEnergy G Er E ^ 2)) := by
  have hE : Er - E = -(G / 2) * reducedEnergy G Er E := by
    unfold reducedEnergy
    field_simp
    ring
  have hre : ((Er : ℂ) - I * G / 2 - E).re = Er - E := by simp
  have him : ((Er : ℂ) - I * G / 2 - E).im = -(G / 2) := by simp
  unfold poleSpectrum
  rw [Complex.div_im, Complex.normSq_apply, hre, him, hE]
  generalize reducedEnergy G Er E = x
  have hx : 1 + x ^ 2 ≠ 0 := by positivity
  have hN : -(G / 2) * x * (-(G / 2) * x) + -(G / 2) * -(G / 2)
      = G ^ 2 / 4 * (1 + x ^ 2) := by ring
  rw [hN]
  field_simp
  ring

lemma fanoResidue_eq (G s q : ℝ) : fanoResidue G s q =
    ((G * s / 2 * (q ^ 2 - 1) : ℝ) : ℂ) + ((-(G * s * q) : ℝ) : ℂ) * I := by
  unfold fanoResidue
  push_cast
  linear_combination ((G : ℂ) * s / 2) * Complex.I_sq

lemma fanoResidue_re (G s q : ℝ) : (fanoResidue G s q).re = G * s / 2 * (q ^ 2 - 1) := by
  rw [fanoResidue_eq]
  simp only [Complex.add_re, Complex.re_ofReal_mul, Complex.ofReal_re, Complex.I_re,
    mul_zero, add_zero]

lemma fanoResidue_im (G s q : ℝ) : (fanoResidue G s q).im = -(G * s * q) := by
  rw [fanoResidue_eq]
  simp only [Complex.add_im, Complex.im_ofReal_mul, Complex.ofReal_im, Complex.I_im,
    mul_one, zero_add]

lemma norm_sq_parts (r : ℂ) : ‖r‖ ^ 2 = r.re ^ 2 + r.im ^ 2 := by
  rw [Complex.sq_norm, Complex.normSq_apply]
  ring

/-- The pole spectrum equals the Fano profile at every real energy if and only if the coefficient
`r` is `(G s / 2) (q - i)²`. -/
theorem poleSpectrum_eq_fano_iff {G : ℝ} (hG : 0 < G) (s Er q : ℝ) (r : ℂ) :
    (∀ E : ℝ, poleSpectrum s G Er r E = fano s q (reducedEnergy G Er E)) ↔
      r = fanoResidue G s q := by
  constructor
  · intro h
    -- compare numerators at an arbitrary reduced energy
    have key : ∀ x : ℝ, 2 * (r.re - x * r.im) = G * s * (q ^ 2 - 1 + 2 * q * x) := by
      intro x
      have hx : 1 + x ^ 2 ≠ 0 := by positivity
      have h1 := h (Er + G / 2 * x)
      rw [poleSpectrum_eq hG, reducedEnergy_shift hG, fano,
        div_eq_div_iff (mul_ne_zero hG.ne' hx) hx] at h1
      apply mul_right_cancel₀ hx
      linear_combination h1
    -- the energies x = 0 and x = 1 fix both parts of `r`
    have h0 := key 0
    have h1 := key 1
    apply Complex.ext
    · rw [fanoResidue_re]
      linear_combination h0 / 2
    · rw [fanoResidue_im]
      linear_combination h0 / 2 - h1 / 2
  · rintro rfl E
    rw [poleSpectrum_eq hG, fanoResidue_re, fanoResidue_im, fano]
    generalize reducedEnergy G Er E = x
    have hx : 1 + x ^ 2 ≠ 0 := by positivity
    rw [div_eq_div_iff (mul_ne_zero hG.ne' hx) hx]
    ring

/-- For positive `G` and `s`, the modulus of `fanoResidue G s q` is `G s (1 + q²) / 2`. -/
theorem norm_fanoResidue {G s : ℝ} (hG : 0 < G) (hs : 0 < s) (q : ℝ) :
    ‖fanoResidue G s q‖ = G * s * (1 + q ^ 2) / 2 := by
  refine (sq_eq_sq₀ (norm_nonneg _) (by positivity)).1 ?_
  rw [norm_sq_parts, fanoResidue_re, fanoResidue_im]
  ring

/-- The pole spectrum is a Fano profile for some real `q` if and only if the coefficient `r`
satisfies `|r| = Re r + G s`. -/
theorem exists_fano_iff {G s : ℝ} (hG : 0 < G) (hs : 0 < s) (Er : ℝ) (r : ℂ) :
    (∃ q : ℝ, ∀ E : ℝ, poleSpectrum s G Er r E = fano s q (reducedEnergy G Er E)) ↔
      ‖r‖ = r.re + G * s := by
  have hg : G * s ≠ 0 := (mul_pos hG hs).ne'
  simp only [poleSpectrum_eq_fano_iff hG]
  constructor
  · rintro ⟨q, rfl⟩
    rw [norm_fanoResidue hG hs, fanoResidue_re]
    ring
  · intro h
    have hn := norm_sq_parts r
    rw [h] at hn
    -- the imaginary part of the residue determines q
    obtain ⟨q, hq⟩ : ∃ q : ℝ, G * s * q = -r.im :=
      ⟨-r.im / (G * s), by field_simp⟩
    refine ⟨q, Complex.ext ?_ ?_⟩
    · rw [fanoResidue_re]
      apply mul_left_cancel₀ hg
      linear_combination hn / 2 - (G * s * q - r.im) / 2 * hq
    · rw [fanoResidue_im]
      linear_combination -hq

end

end FanoPoleSpectrum
```

Compiling this gives:

```
Main.lean:131:6: error: ring failed, ring expressions not equal
G s : ℝ
hG : 0 < G
hs : 0 < s
Er : ℝ
r : ℂ
hg : G * s ≠ 0
h : ‖r‖ = r.re + G * s
hn : (r.re + G * s) ^ 2 = r.re ^ 2 + r.im ^ 2
q : ℝ
hq : G * s * q = -r.im
⊢ r.im * 2 + G * s * q * 2 = 0
```

Diagnosis. The error is a wrong sign in the last step, the comparison of imaginary parts. After `rw [fanoResidue_im]` the goal is `r.im = -(G * s * q)`, and the hypothesis `hq` says `G * s * q = -r.im`. `linear_combination` subtracts the two sides of the proposed combination from those of the goal and asks `ring` to show that the result is zero.

Left side minus right side is `r.im + G * s * q` for the goal, and the same for `hq`. Subtracting `-hq` therefore adds the two expressions instead of cancelling them, which leaves the `r.im * 2 + G * s * q * 2 = 0` of the message. `ring` does not use hypotheses, so it cannot call on `hq` to close this.

With `linear_combination hq` the difference is identically zero and the step goes through. The other change, which puts `r` for "the residue" in a comment, is mere tidying and has no effect on the proof.

This version goes through:

```diff
@@ -121,5 +121,5 @@
     have hn := norm_sq_parts r
     rw [h] at hn
-    -- the imaginary part of the residue determines q
+    -- the imaginary part of `r` determines q
     obtain ⟨q, hq⟩ : ∃ q : ℝ, G * s * q = -r.im :=
       ⟨-r.im / (G * s), by field_simp⟩
@@ -129,5 +129,5 @@
       linear_combination hn / 2 - (G * s * q - r.im) / 2 * hq
     · rw [fanoResidue_im]
-      linear_combination -hq
+      linear_combination hq
 
 end
```
